# Over a symmetric frequency window, the integrated time-ordered propagator of a free level, divided by 2πi, tends to its occupation minus one half

Before I can state the frequency integral of a free propagator precisely, I have to choose what "from −∞ to ∞" means, because 1/(w − e − i d) falls off only as 1/|w| and is not absolutely integrable. I take the window [−R, R] and let R grow. For real e and nonzero real d, the integral divided by 2πi should then tend to sign(d)/2. For a time-ordered propagator, where d is positive for an occupied level and negative for an empty one, that is the occupation minus one half, where I expected the occupation itself. Can this be made rigorous and machine-checked, together with the way a convergence factor restores the missing half?

## The endpoints supply a phase of π, not 2π

Yes. It helps to keep the window slightly more general, [−R, aR] with a > 0, since this also shows how much the answer depends on the cutoff. Split the propagator into real and imaginary parts:

1/(w − e − i d) = (w − e)/((w − e)² + d²) + i d/((w − e)² + d²).

Each part has an elementary primitive, so a primitive of the whole is

F(w) = ½ ln((w − e)² + d²) + i arctan((w − e)/d).

The integral over the window is F(aR) − F(−R). Its real part is

½ ln( ((aR − e)² + d²) / ((R + e)² + d²) ) → ½ ln(a²) = ln a.

For d > 0 the two arctangents tend to π/2 and −π/2, so their difference tends to π. For d < 0 both signs flip and the difference tends to −π. Dividing by 2πi gives

(1/2πi) ∫ dw/(w − e − i d) → sign(d)/2 + ln(a)/(2πi).

For a = 1 the logarithm vanishes. Let n = 1 if d > 0 and n = 0 if d < 0. Then sign(d)/2 = n − 1/2 in both cases.

Now multiply the propagator by the convergence factor C(w) = iL/(w + iL) with L > 0, whose only pole, −iL, lies in the lower half plane. Write p = e + i d for the pole of the propagator, and assume d > −L. Partial fractions give

C(w)/(w − p) = C(p) [ 1/(w − p) − 1/(w + iL) ].

The second term in the bracket is itself a propagator, with energy 0 and displacement −L, so its symmetric integral, divided by 2πi, tends to −1/2. The regulated integral, divided by 2πi, therefore tends to

C(p) [ (n − 1/2) − (−1/2) ] = n C(p).

Finally, C(p) = i/(p/L + i) → 1 as L → ∞, which leaves n.

The half is easily lost when the integral is done by residues. In this paragraph every contribution is divided by 2πi. Closing the contour with a large semicircle in the upper half plane gives n for the closed path, but the semicircle itself contributes 1/2 in the limit, because the integrand decays only as 1/|z|. The real line carries the remaining n − 1/2. With the factor C included, the integrand decays as 1/|z|² and the semicircle contributes nothing.

## Poles, windows and limits as Lean objects

`propagator e d w` is the function 1/(w − e − i d), with real arguments and a complex value. `freqIntegral f A B` is the integral of `f` from `A` to `B` divided by 2πi. The limit R → ∞ is expressed by `Tendsto` along `atTop`, so the infinite-range integral never appears as a single object.

`occupation d` is 1 for positive `d` and 0 otherwise. This encodes the time-ordered convention, in which an occupied level has its pole above the real axis and an empty level has it below. The occupation is thus read off from the position of the pole; it is not derived from a many-body state. `regulator L z` is the factor iL/(z + iL).

The theorems say the following, where every integral is divided by 2πi, as in `freqIntegral`:

- `asymmetric_cutoff`: for `d ≠ 0` and `0 < a`, the integral over [−R, aR] tends to sign(d)/2 + ln(a)/(2πi).
- `symmetric_cutoff` and `symmetric_cutoff_occupation`: for `d ≠ 0`, the integral over [−R, R] tends to sign(d)/2, which is the occupation minus one half.
- `regulated_cutoff`: for `d ≠ 0`, `0 < L` and `-d < L`, the regulated symmetric integral tends to the occupation times the factor at the pole.
- `regulator_removed`: this last value tends to the occupation as L → ∞.

The last two results are to be used in that order: first R → ∞ at fixed L, then L → ∞. The condition `-d < L` places the level's pole above that of the factor. It holds automatically for an occupied level, and for an empty one as soon as L is large enough.

The condition `0 < L` puts the factor's pole in the lower half plane, and without it the regulated statement is false. Take e = 0, d = 2 and L = −1, which satisfy the other two conditions. The integrand is −i/((w − i)(w − 2i)), with both poles above the axis, so closing the contour below gives 0. The formula would give n C(2i) = −1.

The displacement d stays finite throughout, and no limit d → 0 is taken. The convergence factor is rational, whereas diagrammatic texts usually write an exponential exp(iw0⁺). There is one level, with no self-energy and no disorder average. Within that non-interacting, single-level model, the result bears on electron densities computed from frequency integrals of time-ordered Green's functions: in the limit R → ∞, a bare symmetric cutoff counts the level one half too low.

```lean
import Mathlib

open Filter Topology Complex

namespace PropagatorCutoff

noncomputable section

/-- The propagator `1/(w - e - i d)` of a level at energy `e`, with its pole displaced by `d ≠ 0`
from the real frequency axis. -/
def propagator (e d w : ℝ) : ℂ := 1 / ((w : ℂ) - e - I * d)

/-- The frequency integral of `f` from `A` to `B`, divided by `2 π i`. -/
def freqIntegral (f : ℝ → ℂ) (A B : ℝ) : ℂ := (∫ w in A..B, f w) / (2 * Real.pi * I)

/-- The occupation of a level: one if its pole lies above the real axis, zero otherwise. -/
def occupation (d : ℝ) : ℂ := if 0 < d then 1 else 0

/-- The convergence factor `i L/(z + i L)` with frequency scale `L`, for `z ≠ -i L`. -/
def regulator (L : ℝ) (z : ℂ) : ℂ := I * L / (z + I * L)

/-- A primitive of the propagator for `d ≠ 0`: a logarithm plus `i` times a phase. -/
def primitive (e d w : ℝ) : ℂ :=
  ((Real.log ((w - e) ^ 2 + d ^ 2) / 2 : ℝ) : ℂ) + I * (Real.arctan ((w - e) / d) : ℝ)

lemma denom_ne (e w : ℝ) {d : ℝ} (hd : d ≠ 0) : (w : ℂ) - e - I * d ≠ 0 := by
  intro h
  apply hd
  have := congrArg Complex.im h
  simpa using this

lemma propagator_continuous (e : ℝ) {d : ℝ} (hd : d ≠ 0) : Continuous (propagator e d) := by
  show Continuous (fun w : ℝ => 1 / ((w : ℂ) - e - I * d))
  exact continuous_const.div (by fun_prop) (fun w => denom_ne e w hd)

/-- The frequency derivative of the primitive is the propagator. -/
theorem primitive_hasDerivAt (e w : ℝ) {d : ℝ} (hd : d ≠ 0) :
    HasDerivAt (primitive e d) (propagator e d w) w := by
  have hpos : 0 < (w - e) ^ 2 + d ^ 2 := by positivity
  have hne := hpos.ne'
  have h0 : HasDerivAt (fun x : ℝ => x - e) 1 w := (hasDerivAt_id' w).sub_const e
  have h1 : HasDerivAt (fun x : ℝ => Real.log ((x - e) ^ 2 + d ^ 2) / 2)
      ((w - e) / ((w - e) ^ 2 + d ^ 2)) w := by
    refine ((((h0.fun_pow 2).add_const (d ^ 2)).log hne).div_const 2).congr_deriv ?_
    push_cast
    ring
  have h2 : HasDerivAt (fun x : ℝ => Real.arctan ((x - e) / d))
      (d / ((w - e) ^ 2 + d ^ 2)) w := by
    refine ((h0.div_const d).arctan).congr_deriv ?_
    have h3 : 1 + ((w - e) / d) ^ 2 = ((w - e) ^ 2 + d ^ 2) / d ^ 2 := by
      rw [add_comm, add_div, div_self (pow_ne_zero 2 hd), div_pow]
    rw [h3]
    field_simp
  refine (h1.ofReal_comp.fun_add (h2.ofReal_comp.const_mul I)).congr_deriv ?_
  -- real and imaginary parts recombine into the simple pole
  have hS : ((w : ℂ) - e) ^ 2 + (d : ℂ) ^ 2 ≠ 0 := by exact_mod_cast hne
  rw [propagator, eq_div_iff (denom_ne e w hd)]
  push_cast
  calc _ = (((w : ℂ) - e) ^ 2 + (d : ℂ) ^ 2) / (((w : ℂ) - e) ^ 2 + (d : ℂ) ^ 2) := by
        linear_combination (-(d : ℂ) ^ 2 / (((w : ℂ) - e) ^ 2 + (d : ℂ) ^ 2)) * I_sq
    _ = 1 := div_self hS

/-- The phase collected between `-R` and `a R` tends to `π` times the sign of `d`. -/
theorem phase_limit (e : ℝ) {d a : ℝ} (hd : d ≠ 0) (ha : 0 < a) :
    Tendsto (fun R : ℝ => Real.arctan ((a * R - e) / d) - Real.arctan ((-R - e) / d))
      atTop (𝓝 (Real.pi * Real.sign d)) := by
  have up : ∀ b s c : ℝ, 0 < b → 0 < c →
      Tendsto (fun R : ℝ => Real.arctan ((b * R - s) / c)) atTop (𝓝 (Real.pi / 2)) := by
    intro b s c hb hc
    have h0 : Tendsto (fun R : ℝ => b * R - s) atTop atTop := by
      simpa only [sub_eq_add_neg, id] using
        tendsto_atTop_add_const_right atTop (-s) (tendsto_id.const_mul_atTop hb)
    exact (Real.tendsto_arctan_atTop.mono_right nhdsWithin_le_nhds).comp (h0.atTop_div_const hc)
  have key : ∀ c : ℝ, 0 < c →
      Tendsto (fun R : ℝ => Real.arctan ((a * R - e) / c) - Real.arctan ((-R - e) / c))
        atTop (𝓝 Real.pi) := by
    intro c hc
    have h := (up a e c ha hc).add (up 1 (-e) c one_pos hc)
    rw [add_halves] at h
    refine h.congr (fun R => ?_)
    rw [show (-R - e) / c = -((1 * R - -e) / c) by ring, Real.arctan_neg]
    ring
  rcases lt_or_gt_of_ne hd with h | h
  · rw [Real.sign_of_neg h, mul_neg_one]
    refine (key (-d) (neg_pos.2 h)).neg.congr (fun R => ?_)
    rw [div_neg, div_neg, Real.arctan_neg, Real.arctan_neg]
    ring
  · rw [Real.sign_of_pos h, mul_one]
    exact key d h

/-- The logarithmic part collected between `-R` and `a R` tends to `ln a`. -/
theorem log_limit (e : ℝ) {d a : ℝ} (hd : d ≠ 0) (ha : 0 < a) :
    Tendsto (fun R : ℝ => Real.log ((a * R - e) ^ 2 + d ^ 2) / 2
      - Real.log ((-R - e) ^ 2 + d ^ 2) / 2) atTop (𝓝 (Real.log a)) := by
  have hu : Tendsto (fun R : ℝ => R⁻¹) atTop (𝓝 0) := tendsto_inv_atTop_zero
  have hlog : ∀ b : ℝ, b ≠ 0 → Tendsto (fun R : ℝ =>
      Real.log ((b - e * R⁻¹) ^ 2 + (d * R⁻¹) ^ 2)) atTop (𝓝 (Real.log (b ^ 2))) := by
    intro b hb
    have h := (((hu.const_mul e).const_sub b).pow 2).add ((hu.const_mul d).pow 2)
    rw [show (b - e * 0) ^ 2 + (d * 0) ^ 2 = b ^ 2 by ring] at h
    exact h.log (pow_ne_zero 2 hb)
  have h := ((hlog a ha.ne').sub (hlog (-1) (by norm_num))).div_const 2
  have hval : (Real.log (a ^ 2) - Real.log ((-1) ^ 2)) / 2 = Real.log a := by
    rw [Real.log_pow, show (-1 : ℝ) ^ 2 = 1 by norm_num, Real.log_one]
    push_cast
    ring
  rw [hval] at h
  refine h.congr' ?_
  filter_upwards [eventually_gt_atTop 0] with R hR
  -- the common factor R² drops out of the difference of logarithms
  have hs : ∀ b : ℝ, Real.log ((b * R - e) ^ 2 + d ^ 2)
      = Real.log (R ^ 2) + Real.log ((b - e * R⁻¹) ^ 2 + (d * R⁻¹) ^ 2) := by
    intro b
    have hq : 0 < (b - e * R⁻¹) ^ 2 + (d * R⁻¹) ^ 2 := by positivity
    have hm : R ^ 2 * ((b - e * R⁻¹) ^ 2 + (d * R⁻¹) ^ 2)
        = (b * R - e * (R * R⁻¹)) ^ 2 + (d * (R * R⁻¹)) ^ 2 := by ring
    rw [← Real.log_mul (pow_ne_zero 2 hR.ne') hq.ne', hm, mul_inv_cancel₀ hR.ne',
      mul_one, mul_one]
  have h2 := hs (-1)
  rw [neg_one_mul] at h2
  rw [hs a, h2]
  ring

/-- With the frequency window `[-R, a R]` the integrated propagator, divided by `2 π i`, tends to
`sign(d)/2 + ln(a)/(2 π i)`. -/
theorem asymmetric_cutoff (e : ℝ) {d a : ℝ} (hd : d ≠ 0) (ha : 0 < a) :
    Tendsto (fun R : ℝ => freqIntegral (propagator e d) (-R) (a * R)) atTop
      (𝓝 ((Real.sign d : ℂ) / 2 + (Real.log a : ℂ) / (2 * Real.pi * I))) := by
  have h1 := (Complex.continuous_ofReal.tendsto _).comp (log_limit e hd ha)
  have h2 := (Complex.continuous_ofReal.tendsto _).comp (phase_limit e hd ha)
  have h := (h1.add (h2.const_mul I)).div_const (2 * Real.pi * I)
  have hpi : (Real.pi : ℂ) ≠ 0 := by exact_mod_cast Real.pi_ne_zero
  have hI := I_ne_zero
  have hphase : I * ((Real.pi * Real.sign d : ℝ) : ℂ) / (2 * Real.pi * I)
      = (Real.sign d : ℂ) / 2 := by
    rw [Complex.ofReal_mul]
    field_simp
  rw [← hphase, add_comm, ← add_div]
  refine h.congr (fun R => ?_)
  rw [freqIntegral, intervalIntegral.integral_eq_sub_of_hasDerivAt
    (fun w _ => primitive_hasDerivAt e w hd)
    ((propagator_continuous e hd).intervalIntegrable _ _)]
  simp only [primitive, Function.comp_apply, Complex.ofReal_sub]
  ring

/-- With a symmetric frequency cutoff the integrated propagator, divided by `2 π i`, tends to
`sign(d)/2`. -/
theorem symmetric_cutoff (e : ℝ) {d : ℝ} (hd : d ≠ 0) :
    Tendsto (fun R : ℝ => freqIntegral (propagator e d) (-R) R) atTop
      (𝓝 ((Real.sign d : ℂ) / 2)) := by
  have h := asymmetric_cutoff e hd one_pos
  simp only [one_mul, Real.log_one, Complex.ofReal_zero, zero_div, add_zero] at h
  exact h

/-- With a symmetric frequency cutoff the integrated propagator, divided by `2 π i`, tends to the
occupation minus one half. -/
theorem symmetric_cutoff_occupation (e : ℝ) {d : ℝ} (hd : d ≠ 0) :
    Tendsto (fun R : ℝ => freqIntegral (propagator e d) (-R) R) atTop
      (𝓝 (occupation d - 1 / 2)) := by
  have hs : (Real.sign d : ℂ) / 2 = occupation d - 1 / 2 := by
    rcases lt_or_gt_of_ne hd with h | h
    · rw [Real.sign_of_neg h, occupation, if_neg (not_lt.mpr h.le)]
      norm_num
    · rw [Real.sign_of_pos h, occupation, if_pos h]
      norm_num
  rw [← hs]
  exact symmetric_cutoff e hd

/-- With the convergence factor included, the symmetric integral, divided by `2 π i`, tends to the
occupation times the value of the factor at the pole `e + i d`. -/
theorem regulated_cutoff (e : ℝ) {d L : ℝ} (hd : d ≠ 0) (hL : 0 < L) (hdL : -d < L) :
    Tendsto (fun R : ℝ => freqIntegral (fun w => regulator L w * propagator e d w) (-R) R)
      atTop (𝓝 (occupation d * regulator L (e + I * d))) := by
  have hL' : -L ≠ 0 := neg_ne_zero.2 hL.ne'
  have hz : (e : ℂ) + I * d + I * L ≠ 0 := by
    intro h
    have h' := congrArg Complex.im h
    simp at h'
    linarith
  -- partial fractions: a difference of two propagators
  have hpt : ∀ w : ℝ, regulator L w * propagator e d w
      = regulator L (e + I * d) * (propagator e d w - propagator 0 (-L) w) := by
    intro w
    have hw1 := denom_ne e w hd
    have hq : (w : ℂ) - (0 : ℝ) - I * ((-L : ℝ) : ℂ) = w + I * L := by
      push_cast
      ring
    have hw2 : (w : ℂ) + I * L ≠ 0 := hq ▸ denom_ne 0 w hL'
    unfold regulator propagator
    rw [hq, div_sub_div _ _ hw1 hw2, div_mul_div_comm, div_mul_div_comm,
      div_eq_div_iff (mul_ne_zero hw2 hw1) (mul_ne_zero hz (mul_ne_zero hw1 hw2))]
    ring
  have h := ((symmetric_cutoff_occupation e hd).sub
    (symmetric_cutoff_occupation 0 hL')).const_mul (regulator L (e + I * d))
  have hval : regulator L (e + I * d) * (occupation d - 1 / 2 - (occupation (-L) - 1 / 2))
      = occupation d * regulator L (e + I * d) := by
    rw [show occupation (-L) = 0 from if_neg (by linarith)]
    ring
  rw [← hval]
  refine h.congr (fun R => ?_)
  unfold freqIntegral
  simp only [hpt]
  rw [intervalIntegral.integral_const_mul, intervalIntegral.integral_sub
    ((propagator_continuous e hd).intervalIntegrable _ _)
    ((propagator_continuous 0 hL').intervalIntegrable _ _)]
  ring

/-- As the scale `L` of the convergence factor grows, the regulated value tends to the
occupation. -/
theorem regulator_removed (e d : ℝ) :
    Tendsto (fun L : ℝ => occupation d * regulator L (e + I * d)) atTop
      (𝓝 (occupation d)) := by
  have hu : Tendsto (fun L : ℝ => ((L⁻¹ : ℝ) : ℂ)) atTop (𝓝 0) := by
    rw [← Complex.ofReal_zero]
    exact (Complex.continuous_ofReal.tendsto 0).comp tendsto_inv_atTop_zero
  have hv := (hu.const_mul ((e : ℂ) + I * d)).add_const I
  rw [mul_zero, zero_add] at hv
  have h := ((hv.inv₀ I_ne_zero).const_mul I).const_mul (occupation d)
  rw [mul_inv_cancel₀ I_ne_zero, mul_one] at h
  refine h.congr' ?_
  filter_upwards [eventually_gt_atTop 0] with L hL
  have hL' : (L : ℂ) ≠ 0 := by exact_mod_cast hL.ne'
  have hfac : (e : ℂ) + I * d + I * L = ((e + I * d) * ((L⁻¹ : ℝ) : ℂ) + I) * L := by
    rw [Complex.ofReal_inv, add_mul, mul_assoc _ _ (L : ℂ), inv_mul_cancel₀ hL', mul_one]
  rw [regulator, hfac, mul_div_mul_right _ _ hL', div_eq_mul_inv]

end

end PropagatorCutoff
```

```lean
#print axioms PropagatorCutoff.symmetric_cutoff_occupation
#print axioms PropagatorCutoff.regulated_cutoff
#print axioms PropagatorCutoff.regulator_removed
```

```
'PropagatorCutoff.symmetric_cutoff_occupation' depends on axioms: [propext, Classical.choice, Quot.sound]
'PropagatorCutoff.regulated_cutoff' depends on axioms: [propext, Classical.choice, Quot.sound]
'PropagatorCutoff.regulator_removed' depends on axioms: [propext, Classical.choice, Quot.sound]
```

## From the primitive to the restored half

`denom_ne` shows that the denominator never vanishes on the real axis, because its imaginary part is −d. `propagator_continuous` follows, and it provides the integrability needed later.

`primitive_hasDerivAt` checks that F′ is the propagator. Inside it, `h1` differentiates the logarithm and `h2` the arctangent, both as real functions. The two derivatives are then combined over the complex numbers and multiplied by w − e − i d. The `linear_combination` step uses i² = −1 to reduce the product to ((w − e)² + d²)/((w − e)² + d²), which is 1.

`phase_limit` treats the arctangents. The auxiliary statement `up` says that arctan((bR − s)/c) tends to π/2 for positive b and c. In `key`, the lower endpoint is brought to this form by the oddness of the arctangent, and the two halves add to π. Negative d is reduced to the positive number −d, again by oddness, which produces the sign.

`log_limit` treats the logarithms. The step `hs` extracts ln(R²) from each of them, so that it cancels in the difference. What remains depends on R only through 1/R, and `hlog` takes its limit.

`asymmetric_cutoff` joins these results. The fundamental theorem of calculus, `intervalIntegral.integral_eq_sub_of_hasDerivAt`, replaces the integral by the difference of F at the endpoints, and the two real limits are carried over to the complex numbers and added. `symmetric_cutoff` is the case a = 1, and `symmetric_cutoff_occupation` compares sign(d)/2 with n − 1/2 for each sign of d.

In `regulated_cutoff`, `hz` shows that p + iL is nonzero, which is where `-d < L` is used, and `hpt` is the partial-fraction identity. The symmetric result is applied once to the level and once to the propagator with energy 0 and displacement −L. `hval` then does the arithmetic in which the two halves cancel, using the fact that `occupation (-L)` is zero. Linearity of the integral transfers the limit to the regulated integrand.

`regulator_removed` divides numerator and denominator of the factor by L, as in the derivation above, and lets 1/L tend to zero.
